# Bounds on the sum of exp(−c n(n + 1)) over n ≥ 0 for c > 0

For a real number c > 0, the declaration states that the series of exp(−c n(n + 1)) over the natural numbers n converges, and that its sum lies between 1 and 1/(1 − exp(−2c)). In physical terms, such a sum is the partition function of a system with one state at each energy proportional to n(n + 1), where c is the energy scale divided by the thermal energy; the statement itself concerns only the series. The attempt uses n(n + 1) ≥ 2n to compare each term with the corresponding term of a geometric series of ratio exp(−2c), which gives both convergence and the upper bound. The lower bound comes from the term n = 0, which equals 1, since all the other terms are positive.

The failing Lean file:

```lean
import Mathlib

open Real Filter Topology MeasureTheory

namespace GaussianChain

noncomputable section

/-- The sum of `exp (-c n (n + 1))` over `n ≥ 0` converges and lies between `1` and
`1 / (1 - exp (-2c))`. -/
theorem correction_bounds {c : ℝ} (hc : 0 < c) :
    Summable (fun n : ℕ => exp (-c * (n * (n + 1)))) ∧
      1 ≤ ∑' n : ℕ, exp (-c * (n * (n + 1))) ∧
      ∑' n : ℕ, exp (-c * (n * (n + 1))) ≤ (1 - exp (-(2 * c)))⁻¹ := by
  have hlt : exp (-(2 * c)) < 1 := Real.exp_lt_one (by linarith)
  have hg := summable_geometric_of_lt_one (Real.exp_pos (-(2 * c))).le hlt
  -- comparison with a geometric series, since n (n + 1) ≥ 2 n
  have hle : ∀ n : ℕ, exp (-c * (n * (n + 1))) ≤ exp (-(2 * c)) ^ n := by
    intro n
    rw [← Real.exp_nat_mul, Real.exp_le_exp]
    have h : (n : ℝ) ≤ n * n := by exact_mod_cast Nat.le_mul_self n
    nlinarith [mul_le_mul_of_nonneg_left h hc.le]
  have hs : Summable (fun n : ℕ => exp (-c * (n * (n + 1)))) :=
    Summable.of_nonneg_of_le (fun n => (Real.exp_pos _).le) hle hg
  refine ⟨hs, ?_, ?_⟩
  · have h0 := hs.le_tsum 0 (fun j _ => (Real.exp_pos _).le)
    simpa using h0
  · rw [← tsum_geometric_of_lt_one (Real.exp_pos (-(2 * c))).le hlt]
    exact hs.tsum_le_tsum hle hg

end

end GaussianChain
```

Compiling this gives:

```
Main.lean:15:35: error(lean.unknownIdentifier): Unknown constant `Real.exp_lt_one`
```

After these edits no error is left:

```diff
@@ -13,5 +13,5 @@
       1 ≤ ∑' n : ℕ, exp (-c * (n * (n + 1))) ∧
       ∑' n : ℕ, exp (-c * (n * (n + 1))) ≤ (1 - exp (-(2 * c)))⁻¹ := by
-  have hlt : exp (-(2 * c)) < 1 := Real.exp_lt_one (by linarith)
+  have hlt : exp (-(2 * c)) < 1 := Real.exp_lt_one_iff.2 (by linarith)
   have hg := summable_geometric_of_lt_one (Real.exp_pos (-(2 * c))).le hlt
   -- comparison with a geometric series, since n (n + 1) ≥ 2 n
```

What went wrong. The message says that Lean found no constant called `Real.exp_lt_one` in the environment given by the file's imports. The proof of `hlt`, the claim that exp(−2c) < 1, cites a lemma by that name, so it fails at the name itself. The inequality is true, and the error is no objection to the mathematics.

The repair uses `Real.exp_lt_one_iff`, which does exist and is an equivalence: the exponential of a real number is less than 1 exactly when that number is negative. The `.2` selects the direction from the negative exponent to the bound on the exponential. What remains to be shown is −(2c) < 0, and `linarith` obtains this from the hypothesis `hc : 0 < c`. This is the only change, and the rest of the proof stands as it was.
